# For 0 < 4πNα/3 < 1, the Clausius–Mossotti formula amplifies small relative polarisability errors exactly when ε > 1 + √3

Let x be the reduced polarisability of a medium, a dimensionless quantity proportional to the number density and to the molecular polarisability, and let its dielectric constant be ε = (1 + 2x)/(1 − x). At x = 1/2 this gives ε = 4. Now raise x by 1%, to 0.505. The numerator grows from 2 to 2.01, which is 0.5%, and the denominator shrinks from 0.5 to 0.495, which is 1%. Together they raise ε by about 1.5%, so the error has grown on its way from x to ε.

At x = 1/4, where ε = 2, the same 1% changes the numerator and the denominator by only a third of a per cent each. The dielectric constant rises by about 0.67%, and the error has shrunk. Somewhere between ε = 2 and ε = 4 the behaviour changes.

```lean
import Mathlib

open Real

namespace PolarisabilityErrorAmplification

noncomputable section
```

## The dielectric constant and its sensitivity

In Gaussian units, molecules of polarisability α at number density N respond to the local field E_loc. With the Lorentz form of that field, the polarisation P in a macroscopic field E satisfies

P = Nα E_loc,  E_loc = E + 4πP/3.

Put x = 4πNα/3. Solving for P gives P = NαE/(1 − x), and therefore

ε = 1 + 4πP/E = 1 + 3x/(1 − x) = (1 + 2x)/(1 − x).

The Lean file starts from this last expression, so the Lorentz field is an assumption of the model. `cmEps` is ε as a function of the real number x.

```lean
/-- The Clausius-Mossotti dielectric constant as a function of the reduced polarisability `x`,
for `x ≠ 1`. -/
def cmEps (x : ℝ) : ℝ := (1 + 2 * x) / (1 - x)
```

For a small error δx, the relative error of ε is, to first order,

δε/ε ≈ S(x) · δx/x,  S(x) = x ε′(x)/ε(x).

Small relative errors are amplified when S > 1. `relSens f a` is this logarithmic derivative for a general function f at the point a. Lean's `deriv` returns zero where no derivative exists, so the differentiability of ε is proved separately below.

```lean
/-- The relative sensitivity `a f'(a) / f(a)` of a quantity `f` to its argument, for `f`
differentiable at `a` with `f a ≠ 0`. -/
def relSens (f : ℝ → ℝ) (a : ℝ) : ℝ := a * deriv f a / f a
```

The quantity that a calculation supplies is α, not x. `gaussianEps N` is therefore ε as a function of α at fixed density.

```lean
/-- The dielectric constant in Gaussian units for number density `N` and polarisability `α`,
for `4πNα/3 ≠ 1`. -/
def gaussianEps (N α : ℝ) : ℝ := cmEps (4 * π * N * α / 3)
```

In SI units, with vacuum permittivity ε₀, the reduced polarisability is x = Nα/(3ε₀). `siEps ε₀ N` is the corresponding function of the SI polarisability, and its value is the relative dielectric constant.

```lean
/-- The relative dielectric constant in SI units for vacuum permittivity `ε₀`, number density `N`
and polarisability `α`, for `ε₀ ≠ 0` and `Nα/(3ε₀) ≠ 1`. -/
def siEps (ε₀ N α : ℝ) : ℝ := cmEps (N * α / (3 * ε₀))
```

## A rule for comparing inequalities

Several steps below replace one inequality by a simpler one. If b − a = p(d − c) with p > 0, then b − a and d − c have the same sign, so a < b holds exactly when c < d.

```lean
/-- Two inequalities are equivalent when their differences agree up to a positive factor. -/
lemma lt_iff_of_factor {a b c d p : ℝ} (hp : 0 < p) (key : b - a = p * (d - c)) :
    a < b ↔ c < d := by
  constructor
  · intro h
    have h1 : 0 < p * (d - c) := by linarith
    linarith [(mul_pos_iff_of_pos_left hp).1 h1]
  · intro h
    have h1 := mul_pos hp (sub_pos.2 h)
    linarith
```

## The sensitivity in closed form

The quotient rule gives

ε′(x) = [2(1 − x) + (1 + 2x)]/(1 − x)² = 3/(1 − x)².

The Lean proof differentiates numerator and denominator separately, combines them with `fun_div`, and leaves the simplification of the numerator to `ring`.

```lean
/-- Away from `x = 1` the dielectric constant has the derivative `3/(1-x)²` with respect to the
reduced polarisability. -/
theorem hasDerivAt_cmEps {x : ℝ} (hx : x ≠ 1) :
    HasDerivAt cmEps (3 / (1 - x) ^ 2) x := by
  have hd0 : 1 - x ≠ 0 := sub_ne_zero.2 hx.symm
  have hn : HasDerivAt (fun t : ℝ => 1 + 2 * t) 2 x := by
    simpa using ((hasDerivAt_id' x).const_mul (2 : ℝ)).const_add 1
  have hd : HasDerivAt (fun t : ℝ => 1 - t) (-1) x := by
    simpa using (hasDerivAt_id' x).const_sub 1
  show HasDerivAt (fun t : ℝ => (1 + 2 * t) / (1 - t)) _ x
  exact (hn.fun_div hd hd0).congr_deriv (by congr 1; ring)
```

Multiplying by x and dividing by ε cancels one factor of 1 − x:

S(x) = x · 3/(1 − x)² · (1 − x)/(1 + 2x) = 3x/((1 − x)(1 + 2x)).

The condition 0 < x stands for a positive density and polarisability. The condition x < 1 keeps the medium below the polarisation catastrophe, the point at which the model's ε diverges. Lean inserts the derivative just found, and `field_simp` does the cancellation.

```lean
/-- For `0 < x < 1` the relative sensitivity of the dielectric constant to the reduced
polarisability is `3x/((1-x)(1+2x))`. -/
theorem relSens_cmEps {x : ℝ} (hx : 0 < x) (hx1 : x < 1) :
    relSens cmEps x = 3 * x / ((1 - x) * (1 + 2 * x)) := by
  have h1 : 1 - x ≠ 0 := by linarith
  have h2 : 1 + 2 * x ≠ 0 := by linarith
  rw [relSens, (hasDerivAt_cmEps hx1.ne).deriv, cmEps]
  field_simp
```

The same number can be read off from ε alone. Inverting the formula gives

x = (ε − 1)/(ε + 2),  1 − x = 3/(ε + 2),  1 + 2x = 3ε/(ε + 2),

and substitution yields

S = (ε − 1)(ε + 2)/(3ε).

Lean checks the identity in the other direction, by writing ε in terms of x on the right-hand side.

```lean
/-- For `0 < x < 1` the relative sensitivity is fixed by the dielectric constant `ε` alone, as
`(ε-1)(ε+2)/(3ε)`. -/
theorem relSens_eq_of_eps {x : ℝ} (hx : 0 < x) (hx1 : x < 1) :
    relSens cmEps x = (cmEps x - 1) * (cmEps x + 2) / (3 * cmEps x) := by
  have h1 : 1 - x ≠ 0 := by linarith
  have h2 : 1 + 2 * x ≠ 0 := by linarith
  rw [relSens_cmEps hx hx1, cmEps]
  field_simp
  ring
```

## The threshold at 1 + √3

Since (1 − x)(1 + 2x) is positive, S > 1 means 3x > (1 − x)(1 + 2x). The difference of the two sides factorises:

3x − (1 − x)(1 + 2x) = 2x² + 2x − 1 = 2 (x + (√3 + 1)/2) (x − (√3 − 1)/2).

The first bracket is positive, so S > 1 exactly when x > (√3 − 1)/2 ≈ 0.366.

The condition ε > 1 + √3 means 1 + 2x > (1 + √3)(1 − x), and here

1 + 2x − (1 + √3)(1 − x) = (3 + √3) (x − (√3 − 1)/2).

This gives the same bound on x, so the two conditions are equivalent. In the proof, `hl` and `hr` are these two reductions. Each applies the comparison rule with the positive factor shown above, and `linear_combination` uses √3 · √3 = 3 to verify the factorisation.

```lean
/-- For `0 < x < 1` the relative sensitivity to the reduced polarisability exceeds one exactly
when the dielectric constant exceeds `1 + √3`. -/
theorem one_lt_relSens_iff {x : ℝ} (hx : 0 < x) (hx1 : x < 1) :
    1 < relSens cmEps x ↔ 1 + √3 < cmEps x := by
  have hs : √3 * √3 = (3 : ℝ) := Real.mul_self_sqrt (by norm_num)
  have hs0 : 0 ≤ √(3 : ℝ) := Real.sqrt_nonneg 3
  have h1 : 0 < 1 - x := by linarith
  have h2 : 0 < 1 + 2 * x := by linarith
  rw [relSens_cmEps hx hx1, cmEps, lt_div_iff₀ (mul_pos h1 h2), lt_div_iff₀ h1]
  -- both inequalities say that x lies above (√3 - 1)/2
  have hl : 1 * ((1 - x) * (1 + 2 * x)) < 3 * x ↔ (√3 - 1) / 2 < x :=
    lt_iff_of_factor (p := 2 * (x + (√3 + 1) / 2)) (by positivity)
      (by linear_combination hs / 2)
  have hr : (1 + √3) * (1 - x) < 1 + 2 * x ↔ (√3 - 1) / 2 < x :=
    lt_iff_of_factor (p := 3 + √3) (by positivity) (by linear_combination hs / 2)
  exact hl.trans hr.symm
```

## The same threshold in both unit systems

The theorem so far concerns errors in x. To pass to α, let g(t) = f(ct) with a constant c. The chain rule gives

a g′(a)/g(a) = (ca) f′(ca)/f(ca),

so rescaling the argument leaves the relative sensitivity unchanged.

```lean
/-- Rescaling the argument by a constant leaves the relative sensitivity unchanged. -/
theorem relSens_scale (f : ℝ → ℝ) (c a : ℝ) :
    relSens (fun t => f (c * t)) a = relSens f (c * a) := by
  simp only [relSens, deriv_comp_mul_left, smul_eq_mul]
  ring
```

In Gaussian units x = cα with c = 4πN/3. The Lean proof rewrites `gaussianEps N` in this form, applies the scaling rule and then uses the threshold for x. The hypothesis `hx` is again x < 1.

For a polarisability computed with a small relative error, from an incomplete basis set for instance, this tells whether the predicted ε is relatively less or more accurate than α, as long as the density is known exactly and the medium is described by a single real polarisability and the Lorentz local field.

```lean
/-- In Gaussian units, for positive `N` and `α` with `4πNα/3 < 1`, the dielectric constant
amplifies small relative errors of the polarisability exactly when it exceeds `1 + √3`. -/
theorem gaussian_amplifies_iff {N α : ℝ} (hN : 0 < N) (hα : 0 < α)
    (hx : 4 * π * N * α / 3 < 1) :
    1 < relSens (gaussianEps N) α ↔ 1 + √3 < gaussianEps N α := by
  have e : ∀ a : ℝ, 4 * π * N * a / 3 = 4 * π * N / 3 * a := fun a => by ring
  have h : gaussianEps N = fun a => cmEps (4 * π * N / 3 * a) := by
    funext a
    rw [gaussianEps, e]
  rw [h, relSens_scale]
  exact one_lt_relSens_iff (by positivity) (by rw [← e]; exact hx)
```

In SI units c = N/(3ε₀), and the argument is the same. The Gaussian dielectric constant and the SI relative dielectric constant are the same function of x, so the threshold has the same value in both systems.

```lean
/-- In SI units, for positive `ε₀`, `N` and `α` with `Nα/(3ε₀) < 1`, the amplification threshold
for small relative errors of the polarisability is again `1 + √3`. -/
theorem si_amplifies_iff {ε₀ N α : ℝ} (hε : 0 < ε₀) (hN : 0 < N) (hα : 0 < α)
    (hx : N * α / (3 * ε₀) < 1) :
    1 < relSens (siEps ε₀ N) α ↔ 1 + √3 < siEps ε₀ N α := by
  have e : ∀ a : ℝ, N * a / (3 * ε₀) = N / (3 * ε₀) * a := fun a => by ring
  have h : siEps ε₀ N = fun a => cmEps (N / (3 * ε₀) * a) := by
    funext a
    rw [siEps, e]
  rw [h, relSens_scale]
  exact one_lt_relSens_iff (by positivity) (by rw [← e]; exact hx)
```

## Overestimates of finite size

The sensitivity S describes the limit of small errors. Suppose now that the true value x is replaced by a larger value y < 1. Then

ε(y) − ε(x) = 3(y − x)/((1 − x)(1 − y)),

and division by ε(x) gives the relative error

(ε(y) − ε(x))/ε(x) = 3(y − x)/((1 − y)(1 + 2x)).

This exceeds (y − x)/x exactly when 3x > (1 − y)(1 + 2x), because the positive factor y − x is common to both sides. Expanding the product turns the condition into

x + y + 2xy > 1.

Lean establishes the relative error as `h`, clears the denominators and applies the comparison rule with p = y − x.

```lean
/-- If the reduced polarisability `x > 0` is overestimated as `y < 1`, the relative error of the
dielectric constant exceeds that of the polarisability exactly when `x + y + 2xy > 1`. -/
theorem finite_error_amplified_iff {x y : ℝ} (hx : 0 < x) (hxy : x < y) (hy : y < 1) :
    (y - x) / x < (cmEps y - cmEps x) / cmEps x ↔ 1 < x + y + 2 * x * y := by
  have h1 : 0 < 1 - x := by linarith
  have h2 : 0 < 1 - y := by linarith
  have h3 : 0 < 1 + 2 * x := by linarith
  have h : (cmEps y - cmEps x) / cmEps x = 3 * (y - x) / ((1 - y) * (1 + 2 * x)) := by
    have h1' := h1.ne'
    have h2' := h2.ne'
    have h3' := h3.ne'
    unfold cmEps
    field_simp
    ring
  rw [h, div_lt_div_iff₀ hx (mul_pos h2 h3)]
  -- the common factor y - x is the positive error itself
  exact lt_iff_of_factor (sub_pos.2 hxy) (by ring)
```

Take x = 1/4, where ε = 2, and three overestimates:

y = 3/10: x + y + 2xy = 0.7, the error is 20% in x and about 14% in ε.

y = 1/2: x + y + 2xy = 1, the error is 100% in x and 100% in ε.

y = 3/5: x + y + 2xy = 1.15, the error is 140% in x and 175% in ε.

Below the threshold, then, a large enough overestimate can still be amplified. Above it, every overestimate with y < 1 is. If ε(x) > 1 + √3, then 2x + 2x² > 1 by the factorisation above, and y > x gives

x + y + 2xy > 2x + 2x² > 1.

In Lean, `one_lt_relSens_iff` turns the hypothesis on ε into the inequality for x, and `nlinarith` completes the chain from x(y − x) > 0. The statement is restricted to overestimates for a reason: at x = 1/2, where ε = 4, the underestimate y = 1/10 is an error of 80% in x but only about 67% in ε.

```lean
/-- If the dielectric constant at `x > 0` exceeds `1 + √3`, every overestimate `y < 1` of the
reduced polarisability gives a larger relative error in the dielectric constant. -/
theorem overestimate_amplified {x y : ℝ} (hx : 0 < x) (hxy : x < y) (hy : y < 1)
    (hε : 1 + √3 < cmEps x) :
    (y - x) / x < (cmEps y - cmEps x) / cmEps x := by
  have hx1 : x < 1 := hxy.trans hy
  have h := (one_lt_relSens_iff hx hx1).2 hε
  rw [relSens_cmEps hx hx1,
    lt_div_iff₀ (mul_pos (by linarith) (by linarith))] at h
  apply (finite_error_amplified_iff hx hxy hy).2
  nlinarith [mul_pos hx (sub_pos.2 hxy)]

end

end PolarisabilityErrorAmplification
```

```lean
#print axioms PolarisabilityErrorAmplification.gaussian_amplifies_iff
-- 'PolarisabilityErrorAmplification.gaussian_amplifies_iff' depends on axioms: [propext, Classical.choice, Quot.sound]
#print axioms PolarisabilityErrorAmplification.si_amplifies_iff
-- 'PolarisabilityErrorAmplification.si_amplifies_iff' depends on axioms: [propext, Classical.choice, Quot.sound]
#print axioms PolarisabilityErrorAmplification.finite_error_amplified_iff
-- 'PolarisabilityErrorAmplification.finite_error_amplified_iff' depends on axioms: [propext, Classical.choice, Quot.sound]
#print axioms PolarisabilityErrorAmplification.overestimate_amplified
-- 'PolarisabilityErrorAmplification.overestimate_amplified' depends on axioms: [propext, Classical.choice, Quot.sound]
```
